# Dead loads and fluid pressure give different stability criteria for a square with quadratic energy

Q: Take a unit square whose sides become \(1+x\) and \(1+y\), with energy

\[
E=-2(x+y)+x^2+y^2+xy .
\]

Left alone it would expand, so I hold it at \(x=y=0\) by pushing inwards with force 2 along each direction. Why should it matter whether weights or a surrounding fluid do the pushing?

A: Because the two loads respond differently once the square deforms. Weights are a dead load: their force stays at 2, and their potential is \(2(x+y)\). A fluid of pressure 2 has potential 2 times the area, \(2(1+x)(1+y)\). The total potentials are

\[
x^2+y^2+xy \qquad\text{and}\qquad 2+x^2+y^2+3xy .
\]

Now lengthen one side and shorten the other, \((x,y)=(t,-t)\). The first potential rises by \(t^2\), while the second falls by \(t^2\). The area has shrunk to \(1-t^2\), so the potential of the fluid falls by \(2t^2\), which outweighs the rise of \(t^2\) in the energy of the square.

Q: So the forces agree at the origin, but their changes don't. What is the general model?

A: The energy has a stiffness \(A\), a coupling \(B\) and a linear coefficient \(-P\):

\[
E=-P(x+y)+\tfrac{A}{2}(x^2+y^2)+Bxy .
\]

```lean
import Mathlib

namespace StressedSquareStability

/-- Energy of a unit square whose sides have changed by `x` and `y`, with linear
coefficient `-P`, stiffness `A` and coupling `B`. -/
noncomputable def energy (A B P x y : ℝ) : ℝ :=
  -P * (x + y) + A * (x ^ 2 + y ^ 2) / 2 + B * (x * y)
```

Q: The same \(P\) appears in the energy and in the load. Isn't that rigged?

A: It is the equilibrium condition. The linear term stands for the internal stress of the square at the reference shape, and the load has to balance it, or the origin would not be a stationary point. Positive \(P\) means compression, and negative \(P\) means tension. The two loads then enter as follows.

```lean
/-- Total potential under dead loads: forces of fixed size `P` act on the sides. -/
noncomputable def deadLoad (A B P x y : ℝ) : ℝ :=
  energy A B P x y + P * (x + y)

/-- Total potential in a fluid of pressure `P`: the load term is pressure times the
actual area. -/
noncomputable def fluidPressure (A B P x y : ℝ) : ℝ :=
  energy A B P x y + P * ((1 + x) * (1 + y))
```

Q: Why is pressure times area the right potential for the fluid?

A: In two dimensions pressure is force per length. The side that moves when \(x\) changes has length \(1+y\), so the fluid pushes on it with force \(P(1+y)\). That is the \(x\)-derivative of \(P(1+x)(1+y)\), and the same holds with \(x\) and \(y\) exchanged. The force in one direction depends on the deformation in the other, which a dead load does not do.

Q: And "stable"? That word covers many things.

A: Here it means a strict minimum of the total potential, in one of two senses. `StrictLocalMin` asks for some \(\varepsilon>0\) such that the potential is larger at every other point with \(|x|<\varepsilon\) and \(|y|<\varepsilon\). `StrictGlobalMin` asks for this at every other point of the plane.

```lean
/-- The potential `G` is larger at every other point near the origin than at the origin. -/
def StrictLocalMin (G : ℝ → ℝ → ℝ) : Prop :=
  ∃ ε > 0, ∀ x y : ℝ, |x| < ε → |y| < ε → (x ≠ 0 ∨ y ≠ 0) → G 0 0 < G x y

/-- The potential `G` is larger at every other point of the plane than at the origin. -/
def StrictGlobalMin (G : ℝ → ℝ → ℝ) : Prop :=
  ∀ x y : ℝ, (x ≠ 0 ∨ y ≠ 0) → G 0 0 < G x y
```

Q: The plane includes \(x<-1\), where a side has negative length.

A: It does, and those points have no physical meaning. They don't affect the criterion: a strict minimum over the whole plane is one over the physical shapes \(x,y>-1\), and that in turn is a strict local minimum. The local and global conditions turn out to be the same, so the one in between agrees with them.

Q: Then derive the criterion.

A: First compare the loads. Since \((1+x)(1+y)=1+x+y+xy\), the fluid potential is the dead-load potential plus \(P+Pxy\). The constant is irrelevant, and the other term changes the coupling from \(B\) to \(B+P\).

```lean
/-- The fluid-pressure potential exceeds the dead-load potential by a constant and a
term that couples the two side changes. -/
theorem fluidPressure_eq_deadLoad_add (A B P x y : ℝ) :
    fluidPressure A B P x y = deadLoad A B P x y + P + P * (x * y) := by
  simp only [fluidPressure, deadLoad]
  ring
```

Lean unfolds the two potentials and leaves the algebra to `ring`. Both potentials therefore have the form

\[
G(x,y)=G(0,0)+\tfrac{A}{2}(x^2+y^2)+Cxy ,
\]

with \(C=B\) for dead loads and \(C=B+P\) for the fluid. Along two directions this gives

\[
G(t,t)-G(0,0)=(A+C)t^2,\qquad G(t,-t)-G(0,0)=(A-C)t^2 .
\]

If the origin is a strict local minimum, both are positive for small \(t\neq0\). Hence \(A+C>0\) and \(A-C>0\), which together say \(|C|<A\).

For the converse, expand the squares to check that

\[
\tfrac{A}{2}(x^2+y^2)+Cxy=\tfrac14\left[(A+C)(x+y)^2+(A-C)(x-y)^2\right].
\]

If \(|C|<A\), both coefficients are positive. The two squares vanish together only when \(x+y=x-y=0\), that is, at the origin. Everywhere else \(G\) is larger than \(G(0,0)\), so the minimum is strict and global. A strict global minimum is also a local one, which closes the circle.

Q: Does the Lean proof follow that route?

A: Yes. The hypothesis `h` says that `G` has the quadratic form above. The step `necessary` tests the two directions at \(t=\varepsilon/2\), which lies inside the allowed neighbourhood, and divides out the positive factor \(t^2\). The step `sufficient` uses the identity, called `modes`, and distinguishes two cases. If \(x+y\neq0\), the first square is positive. If \(x+y=0\), then \(x-y\) cannot vanish as well, and the second square is positive.

```lean
/-- A quadratic potential with stiffness `A` and coupling `C` has a strict minimum at the
origin, locally or globally, exactly when `|C| < A`. -/
theorem quadratic_criterion {G : ℝ → ℝ → ℝ} {A C : ℝ}
    (h : ∀ x y, G x y = G 0 0 + A * (x ^ 2 + y ^ 2) / 2 + C * (x * y)) :
    (StrictLocalMin G ↔ |C| < A) ∧ (StrictGlobalMin G ↔ |C| < A) := by
  have global_local : StrictGlobalMin G → StrictLocalMin G :=
    fun g => ⟨1, one_pos, fun x y _ _ hxy => g x y hxy⟩
  -- Necessity: test the directions (t, t) and (t, -t).
  have necessary : StrictLocalMin G → |C| < A := by
    rintro ⟨ε, hε, hmin⟩
    have hpos : 0 < ε / 2 := half_pos hε
    have ht : |ε / 2| < ε := by
      rw [abs_of_pos hpos]
      linarith
    have ht' : |-(ε / 2)| < ε := by
      rw [abs_neg]
      exact ht
    have h1 := hmin (ε / 2) (ε / 2) ht ht (Or.inl hpos.ne')
    have h2 := hmin (ε / 2) (-(ε / 2)) ht ht' (Or.inl hpos.ne')
    have e1 := h (ε / 2) (ε / 2)
    have e2 := h (ε / 2) (-(ε / 2))
    have hs : 0 < (ε / 2) ^ 2 := pow_pos hpos 2
    have p1 : 0 < (A + C) * (ε / 2) ^ 2 := by nlinarith
    have p2 : 0 < (A - C) * (ε / 2) ^ 2 := by nlinarith
    have q1 : 0 < A + C := (mul_pos_iff_of_pos_right hs).mp p1
    have q2 : 0 < A - C := (mul_pos_iff_of_pos_right hs).mp p2
    exact abs_lt.mpr ⟨by linarith, by linarith⟩
  -- Sufficiency: split into the modes x + y and x - y.
  have sufficient : |C| < A → StrictGlobalMin G := by
    intro hC x y hxy
    obtain ⟨hl, hr⟩ := abs_lt.mp hC
    have hp : 0 < A + C := by linarith
    have hm : 0 < A - C := by linarith
    have modes : G x y = G 0 0 +
        ((A + C) * (x + y) ^ 2 + (A - C) * (x - y) ^ 2) / 4 := by
      rw [h x y]
      ring
    have n1 : 0 ≤ (A + C) * (x + y) ^ 2 := mul_nonneg hp.le (sq_nonneg _)
    have n2 : 0 ≤ (A - C) * (x - y) ^ 2 := mul_nonneg hm.le (sq_nonneg _)
    by_cases hs : x + y = 0
    · have hd : x - y ≠ 0 := by
        intro hd
        rcases hxy with hx | hy
        · exact hx (by linarith)
        · exact hy (by linarith)
      have := mul_pos hm (pow_pos (abs_pos.mpr hd) 2)
      rw [sq_abs] at this
      linarith
    · have := mul_pos hp (pow_pos (abs_pos.mpr hs) 2)
      rw [sq_abs] at this
      linarith
  exact ⟨⟨necessary, fun hC => global_local (sufficient hC)⟩,
    ⟨fun g => necessary (global_local g), sufficient⟩⟩
```

Q: You never assumed that \(A\) is positive.

A: There is no need to, because \(|C|<A\) forces it. At \(|C|=A\) some direction is flat, so the minimum is not strict and the criterion rightly fails.

Q: Now put the loads back in.

A: For all real \(A\), \(B\) and \(P\), the origin is a strict minimum under dead loads exactly when \(|B|<A\), and under fluid pressure exactly when \(|B+P|<A\). Each theorem states this for local and for global minima. The proofs apply `quadratic_criterion` and check by expansion that the potential has the required form; in that check the linear terms cancel.

```lean
/-- Under dead loads the origin is a strict minimum of the potential, locally or globally,
exactly when `|B| < A`. -/
theorem deadLoad_stable_iff (A B P : ℝ) :
    (StrictLocalMin (deadLoad A B P) ↔ |B| < A) ∧
      (StrictGlobalMin (deadLoad A B P) ↔ |B| < A) := by
  apply quadratic_criterion
  intro x y
  simp only [deadLoad, energy]
  ring

/-- Under fluid pressure the origin is a strict minimum of the potential, locally or
globally, exactly when `|B + P| < A`. -/
theorem fluidPressure_stable_iff (A B P : ℝ) :
    (StrictLocalMin (fluidPressure A B P) ↔ |B + P| < A) ∧
      (StrictGlobalMin (fluidPressure A B P) ↔ |B + P| < A) := by
  apply quadratic_criterion
  intro x y
  simp only [fluidPressure, energy]
  ring
```

Q: Suppose my square is stable under weights. How much fluid pressure can it take?

A: Stability under dead loads gives \(-A<B<A\). With \(P\ge0\), the lower bound \(-A<B+P\) then holds automatically. What remains of \(|B+P|<A\) is \(B+P<A\), or

\[
P<A-B .
\]

At \(P=A-B\) the mode \((t,-t)\) becomes flat.

```lean
/-- A square that is stable under dead loads of size `P ≥ 0` is stable in a fluid of
pressure `P` exactly when `P` is below `A - B`. -/
theorem critical_pressure {A B P : ℝ} (hP : 0 ≤ P)
    (hdead : StrictLocalMin (deadLoad A B P)) :
    StrictLocalMin (fluidPressure A B P) ↔ P < A - B := by
  have hB := abs_lt.mp ((deadLoad_stable_iff A B P).1.mp hdead)
  rw [(fluidPressure_stable_iff A B P).1, abs_lt]
  constructor
  · rintro ⟨_, h⟩
    linarith
  · intro h
    exact ⟨by linarith [hB.1], by linarith⟩
```

Q: Can I read that as slowly raising the pressure on one piece of material?

A: Only if \(A\) and \(B\) stay fixed while \(P\) changes. In a real solid the stiffness and coupling at the compressed shape depend on the compression, so you would insert their values at each pressure. The theorem compares squares with given \(A\) and \(B\), each in balance with its own load.

Q: What else has been idealised away?

A: The square stays a rectangle with fixed axes, so changes of the angle between the sides, rotation and non-uniform deformation are absent. Leaving out rotation matters for dead loads with \(P>0\): inward forces that keep their direction would turn the square away from its position if it were free to rotate, so the criterion \(|B|<A\) presumes that it is kept from turning. The total potential is exactly quadratic, which is why local and global stability coincide; with higher-order terms they could differ. Temperature and dynamics don't enter.

Q: Does this matter for anyone computing elastic constants of a compressed crystal?

A: It shows, in a quadratic model with two strains, that the second derivatives of the energy alone do not settle stability under stress: the second derivatives of the load potential count too. A claim of stability under stress therefore has to say which load is meant.

Q: Back to the square we started with. Is it covered?

A: It has \(A=2\), \(B=1\), \(P=2\). Then \(|B|=1<2\), but \(|B+P|=3>2\), so it is stable under dead loads and unstable in the fluid. The theorem also records the fall by \(t^2\) along \((t,-t)\), for every real \(t\). The stability claims reduce to numerical inequalities, which `norm_num` decides.

```lean
/-- For `A = 2`, `B = 1`, `P = 2` the origin is a strict local minimum under dead loads but
not under fluid pressure, where the potential falls by `t ^ 2` along `(t, -t)`. -/
theorem stable_only_under_deadLoad :
    StrictLocalMin (deadLoad 2 1 2) ∧ ¬ StrictLocalMin (fluidPressure 2 1 2) ∧
      ∀ t : ℝ, fluidPressure 2 1 2 t (-t) = fluidPressure 2 1 2 0 0 - t ^ 2 := by
  refine ⟨?_, ?_, ?_⟩
  · rw [(deadLoad_stable_iff 2 1 2).1, abs_lt]
    norm_num
  · rw [(fluidPressure_stable_iff 2 1 2).1, abs_lt]
    norm_num
  · intro t
    simp only [fluidPressure, energy]
    ring
```

Q: So a fluid is always the more dangerous load?

A: No. Take \(A=2\), \(B=-3\), \(P=2\). Now \(|B|=3>2\), while \(|B+P|=1<2\). Under dead loads the potential falls by \(t^2\) along \((t,t)\), where both sides change equally. In the fluid the area term adds \(2t^2\) along that direction, and the potential rises by \(t^2\) instead. Here the fluid stabilises a square that weights would not hold.

```lean
/-- For `A = 2`, `B = -3`, `P = 2` the origin is a strict local minimum under fluid pressure
but not under dead loads. -/
theorem stable_only_under_fluidPressure :
    StrictLocalMin (fluidPressure 2 (-3) 2) ∧ ¬ StrictLocalMin (deadLoad 2 (-3) 2) := by
  constructor
  · rw [(fluidPressure_stable_iff 2 (-3) 2).1, abs_lt]
    norm_num
  · rw [(deadLoad_stable_iff 2 (-3) 2).1, abs_lt]
    norm_num

end StressedSquareStability
```

```lean
#print axioms StressedSquareStability.fluidPressure_eq_deadLoad_add
-- 'StressedSquareStability.fluidPressure_eq_deadLoad_add' depends on axioms: [propext, Classical.choice, Quot.sound]
#print axioms StressedSquareStability.critical_pressure
-- 'StressedSquareStability.critical_pressure' depends on axioms: [propext, Classical.choice, Quot.sound]
#print axioms StressedSquareStability.stable_only_under_deadLoad
-- 'StressedSquareStability.stable_only_under_deadLoad' depends on axioms: [propext, Classical.choice, Quot.sound]
#print axioms StressedSquareStability.stable_only_under_fluidPressure
-- 'StressedSquareStability.stable_only_under_fluidPressure' depends on axioms: [propext, Classical.choice, Quot.sound]
```
